# The Dyson equation for one transition: a unique response away from the shifted pole, none on it

## Response matrices and one transition

Response functions are complex square matrices over a finite basis, with \(\hbar=1\). The frequency \(w\) is complex and the Kohn-Sham transition frequency \(w_q\) is real. A vector \(a\) describes the transition, and \(f\) is the Hartree-exchange-correlation kernel. Define

\[
P=aa^*,\qquad K=\langle a,fa\rangle=a^*fa,\qquad \Omega=w_q+2K .
\]

The vector \(a\) is not normalised: \(K\) is \(\|a\|^2\) times the expectation value of \(f\) in \(a/\|a\|\), for \(a\neq0\). Near an isolated transition of a closed-shell system, the Kohn-Sham response is modelled by

\[
\chi_s=\frac{2P}{w-w_q},
\]

where the 2 counts spin. The interacting response \(\chi\) obeys \(\chi=\chi_s+\chi_s f\chi\).

## What is claimed

Let \(a\neq0\) and \(w\neq w_q\).

- If \(w\neq\Omega\), the Dyson equation holds exactly when \(\chi=2P/(w-\Omega)\).
- If \(w=\Omega\), no matrix \(\chi\) satisfies it.

This is `single_pole`. In Lean, `transition a` is \(P\), `coupling a f` is \(K\), `ksResponse` is \(\chi_s\) and `excitation` is \(\Omega\). `IsDyson` is a condition on a candidate \(\chi\), so solvability is not built into the definition.

The kernel is arbitrary here; `excitation_real` adds that \(\Omega\) is real when \(f\) is Hermitian. Within this one-transition model, the Kohn-Sham transition frequency and one kernel matrix element then give the singlet excitation energy, which is the pole \(\Omega\) of \(\chi\). Triplet excitations do not appear in this spin-summed density response. The error from neglecting other transitions is not estimated, and \(f\) is a fixed matrix, as in the adiabatic approximation.

`two_pole` keeps the antiresonant pole at \(-w_q\) with the same matrix \(P\), as is appropriate for real \(a\). For \(w\neq\pm w_q\), the solution is unique if \(w^2\neq w_q^2+4w_qK\), and there is none if equality holds.

## Derivation

Since \(a^*fa\) is a number,

\[
PfP=a(a^*fa)a^*=KP .
\]

Write \(c=2/(w-w_q)\), so the Dyson equation is \(\chi=cP+cPf\chi\). Multiplying from the left by \(Pf\) gives

\[
Pf\chi=cKP+cK\,Pf\chi,\qquad (1-cK)\,Pf\chi=cKP,
\]

with \(1-cK=(w-\Omega)/(w-w_q)\).

**Away from \(\Omega\).** Divide by \(1-cK\) and insert the result into the Dyson equation:

\[
\chi=cP+\frac{c^2K}{1-cK}P=\frac{c}{1-cK}P=\frac{2}{w-\Omega}P .
\]

Conversely, put \(d=c/(1-cK)\). Then \(cP+cPf(dP)=c(1+dK)P=dP\), so this matrix is a solution.

**At \(\Omega\).** Now \(cK=1\), and the projected equation reads \(0=P\). The diagonal entries of \(P\) are \(|a_i|^2\), so \(a=0\), a contradiction.

**With both poles.** The prefactor becomes

\[
\frac{2}{w-w_q}-\frac{2}{w+w_q}=\frac{4w_q}{w^2-w_q^2}.
\]

The same argument, with \(c\) equal to this fraction, gives

\[
\chi=\frac{4w_q}{w^2-w_q^2-4w_qK}P
\]

when the denominator is nonzero, and no solution when it vanishes.

**Reality of \(\Omega\).** If \(f^*=f\), then \(\overline K=(a^*fa)^*=a^*f^*a=K\).

## A non-Hermitian kernel and a lost conjugate

Hermiticity matters for the last step. In a one-dimensional basis take \(a=1\) and \(f=i\): then \(\Omega=w_q+2i\), which is not real.

The conjugate in \(K\) is easily lost, because Lean's `⬝ᵥ` does not conjugate its first argument; `coupling` therefore contains `star a`. For \(a=(1,i)\) and \(f\) the identity, \(a^*fa=2\) but \(a^Tfa=0\), and the whole shift would disappear.

## The Lean file

```lean
import Mathlib

open Matrix

namespace SinglePoleApproximation

noncomputable section

variable {n : Type*} [Fintype n]

/-- The matrix `a a*` of a single transition with transition vector `a`. -/
def transition (a : n → ℂ) : Matrix n n ℂ := vecMulVec a (star a)

/-- The matrix element `⟨a, f a⟩` of the kernel `f` in the transition vector `a`. -/
def coupling (a : n → ℂ) (f : Matrix n n ℂ) : ℂ := star a ⬝ᵥ (f *ᵥ a)

/-- The Dyson equation `χ = χs + χs f χ` for the interacting response `χ`. -/
def IsDyson (χs f χ : Matrix n n ℂ) : Prop := χ = χs + χs * f * χ

/-- The Kohn-Sham response `2 a a* / (w - wq)` near one transition of frequency `wq`,
for `w ≠ wq`. -/
def ksResponse (a : n → ℂ) (wq : ℝ) (w : ℂ) : Matrix n n ℂ :=
  (2 / (w - wq)) • transition a

/-- The Kohn-Sham response of one transition with its resonant pole at `wq` and its
antiresonant pole at `-wq`, both with the matrix `a a*`, for `w ≠ wq` and `w ≠ -wq`. -/
def ksResponseTwoPole (a : n → ℂ) (wq : ℝ) (w : ℂ) : Matrix n n ℂ :=
  (2 / (w - wq) - 2 / (w + wq)) • transition a

/-- The single-pole excitation frequency `wq + 2 ⟨a, f a⟩`. -/
def excitation (a : n → ℂ) (f : Matrix n n ℂ) (wq : ℝ) : ℂ := wq + 2 * coupling a f

/-- The kernel between two copies of the transition matrix acts as a number:
`(a a*) f (a a*) = ⟨a, f a⟩ a a*`. -/
theorem transition_sandwich (a : n → ℂ) (f : Matrix n n ℂ) :
    transition a * f * transition a = coupling a f • transition a := by
  unfold transition
  rw [Matrix.mul_assoc, Matrix.mul_vecMulVec, Matrix.vecMulVec_mul_vecMulVec]
  ext i j
  simp only [Matrix.vecMulVec_apply, Matrix.smul_apply, Pi.smul_apply, smul_eq_mul, coupling]
  ring

/-- Projecting the Dyson equation with `χs = c a a*` onto the transition gives
`(1 - c ⟨a, f a⟩) a a* f χ = c ⟨a, f a⟩ a a*`. -/
theorem dyson_projected {a : n → ℂ} {f χ : Matrix n n ℂ} {c : ℂ}
    (h : IsDyson (c • transition a) f χ) :
    (1 - c * coupling a f) • (transition a * f * χ) = (c * coupling a f) • transition a := by
  have h1 : transition a * f * χ
      = transition a * f * (c • transition a + c • transition a * f * χ) :=
    congrArg (fun X => transition a * f * X) h
  have h2 : transition a * f * (c • transition a + c • transition a * f * χ)
      = c • (transition a * f * transition a)
        + c • (transition a * f * transition a * f * χ) := by
    simp only [Matrix.mul_add, Matrix.smul_mul, Matrix.mul_smul, Matrix.mul_assoc]
  have h3 := h1.trans h2
  rw [transition_sandwich, Matrix.smul_mul, Matrix.smul_mul] at h3
  linear_combination (norm := module) h3

/-- For `χs = (s / D) a a*` with `D ≠ 0` and `D ≠ s ⟨a, f a⟩`, the Dyson equation has the
unique solution `s / (D - s ⟨a, f a⟩) a a*`. -/
theorem dyson_rank_one (a : n → ℂ) (f χ : Matrix n n ℂ) {s D : ℂ} (hD : D ≠ 0)
    (h : D ≠ s * coupling a f) :
    IsDyson ((s / D) • transition a) f χ ↔
      χ = (s / (D - s * coupling a f)) • transition a := by
  have hne : D - s * coupling a f ≠ 0 := sub_ne_zero.mpr h
  have e : 1 - s / D * coupling a f = (D - s * coupling a f) / D := by
    rw [sub_div, div_self hD]
    ring
  -- the relation between the bare strength `c` and the dressed strength `d`
  have hd : s / (D - s * coupling a f) * (1 - s / D * coupling a f) = s / D := by
    rw [e, ← mul_div_assoc, div_mul_cancel₀ _ hne]
  generalize s / (D - s * coupling a f) = d at hd ⊢
  generalize s / D = c at hd ⊢
  constructor
  · intro hχ
    have hk := dyson_projected hχ
    have h' : χ = c • transition a + c • transition a * f * χ := hχ
    rw [Matrix.smul_mul, Matrix.smul_mul] at h'
    linear_combination (norm := module)
      h' + d • hk - hd • (transition a * f * χ + transition a)
  · rintro rfl
    unfold IsDyson
    simp only [Matrix.mul_smul, Matrix.smul_mul, transition_sandwich]
    linear_combination (norm := module) hd • transition a

/-- For `χs = (s / D) a a*` with `a ≠ 0`, `D ≠ 0` and `D = s ⟨a, f a⟩`, the Dyson equation
has no solution. -/
theorem dyson_rank_one_resonance {a : n → ℂ} (ha : a ≠ 0) (f : Matrix n n ℂ) {s D : ℂ}
    (hD : D ≠ 0) (h : D = s * coupling a f) :
    ¬ ∃ χ, IsDyson ((s / D) • transition a) f χ := by
  rintro ⟨χ, hχ⟩
  have hk := dyson_projected hχ
  have h1 : s / D * coupling a f = 1 := by
    rw [div_mul_eq_mul_div, ← h, div_self hD]
  -- at resonance the projected equation reads `0 = a a*`
  rw [h1, sub_self, zero_smul, one_smul] at hk
  apply ha
  funext i
  have hi := congrFun (congrFun hk.symm i) i
  simpa [transition, Matrix.vecMulVec_apply] using hi

/-- Single-pole approximation: for `a ≠ 0` and `w ≠ wq`, the Dyson equation has the unique
solution `2 a a* / (w - Ω)` if `w` differs from `Ω = wq + 2 ⟨a, f a⟩`, and no solution
if `w = Ω`. -/
theorem single_pole {a : n → ℂ} (ha : a ≠ 0) (f : Matrix n n ℂ) (wq : ℝ) {w : ℂ}
    (hw : w ≠ wq) :
    (w ≠ excitation a f wq → ∀ χ, IsDyson (ksResponse a wq w) f χ ↔
      χ = (2 / (w - excitation a f wq)) • transition a) ∧
    (w = excitation a f wq → ¬ ∃ χ, IsDyson (ksResponse a wq w) f χ) := by
  have hD : w - wq ≠ 0 := sub_ne_zero.mpr hw
  have e : w - excitation a f wq = w - wq - 2 * coupling a f := by
    unfold excitation
    ring
  constructor
  · intro h χ
    rw [e]
    refine dyson_rank_one a f χ hD fun h' => h ?_
    unfold excitation
    linear_combination h'
  · intro h
    refine dyson_rank_one_resonance ha f hD ?_
    unfold excitation at h
    linear_combination h

/-- For a Hermitian kernel the single-pole excitation frequency is real. -/
theorem excitation_real (a : n → ℂ) {f : Matrix n n ℂ} (hf : f.IsHermitian) (wq : ℝ) :
    (excitation a f wq).im = 0 := by
  have h : coupling a f = star (coupling a f) := by
    unfold coupling
    conv_lhs => rw [Matrix.star_dotProduct, Matrix.star_mulVec, hf.eq,
      ← Matrix.dotProduct_mulVec]
  have him : (coupling a f).im = 0 := Complex.conj_eq_iff_im.mp h.symm
  simp [excitation, him]

/-- With the antiresonant pole kept, for `a ≠ 0` and `w ≠ ±wq`, the Dyson equation has a
unique solution, proportional to `a a*`, if `w² ≠ wq² + 4 wq ⟨a, f a⟩`, and no solution
if equality holds. -/
theorem two_pole {a : n → ℂ} (ha : a ≠ 0) (f : Matrix n n ℂ) (wq : ℝ) {w : ℂ}
    (hw : w ≠ wq) (hw' : w ≠ -wq) :
    (w ^ 2 ≠ wq ^ 2 + 4 * wq * coupling a f → ∀ χ, IsDyson (ksResponseTwoPole a wq w) f χ ↔
      χ = (4 * wq / (w ^ 2 - wq ^ 2 - 4 * wq * coupling a f)) • transition a) ∧
    (w ^ 2 = wq ^ 2 + 4 * wq * coupling a f →
      ¬ ∃ χ, IsDyson (ksResponseTwoPole a wq w) f χ) := by
  have h1 : w - wq ≠ 0 := sub_ne_zero.mpr hw
  have h2 : w + wq ≠ 0 := fun h => hw' (eq_neg_of_add_eq_zero_left h)
  have hD : w ^ 2 - (wq : ℂ) ^ 2 ≠ 0 := by
    have h3 : w ^ 2 - (wq : ℂ) ^ 2 = (w - wq) * (w + wq) := by ring
    rw [h3]
    exact mul_ne_zero h1 h2
  -- the two poles combine into one pole in the squared frequency
  have hc : 2 / (w - wq) - 2 / (w + wq) = 4 * wq / (w ^ 2 - (wq : ℂ) ^ 2) := by
    rw [div_sub_div _ _ h1 h2]
    congr 1 <;> ring
  unfold ksResponseTwoPole
  rw [hc]
  constructor
  · intro h χ
    exact dyson_rank_one a f χ hD fun h' => h (by linear_combination h')
  · intro h
    exact dyson_rank_one_resonance ha f hD (by linear_combination h)

end

end SinglePoleApproximation
```

```lean
#print axioms SinglePoleApproximation.dyson_rank_one
#print axioms SinglePoleApproximation.single_pole
#print axioms SinglePoleApproximation.excitation_real
#print axioms SinglePoleApproximation.two_pole
```

```
'SinglePoleApproximation.dyson_rank_one' depends on axioms: [propext, Classical.choice, Quot.sound]
'SinglePoleApproximation.single_pole' depends on axioms: [propext, Classical.choice, Quot.sound]
'SinglePoleApproximation.excitation_real' depends on axioms: [propext, Classical.choice, Quot.sound]
'SinglePoleApproximation.two_pole' depends on axioms: [propext, Classical.choice, Quot.sound]
```

## From the projected equation to the theorems

`transition_sandwich` proves \(PfP=KP\). `dyson_projected` multiplies the Dyson equation by \(Pf\) using `congrArg`, then collects terms.

`dyson_rank_one` treats a general prefactor \(c=s/D\). Its key relation `hd` is \(d(1-cK)=c\), with \(d=s/(D-sK)\). Once `generalize` has replaced both fractions by letters, `linear_combination` with `module` combines the original equation, the projected one and `hd` to obtain \(\chi=dP\). The converse is the substitution above.

`dyson_rank_one_resonance` sets \(cK=1\) and reads \(a_i=0\) from each diagonal entry of \(0=P\).

`single_pole` applies these two results with \(s=2\), \(D=w-w_q\). `two_pole` first combines the fractions in `hc`, then uses \(s=4w_q\), \(D=w^2-w_q^2\). `excitation_real` shows that \(K\) equals its conjugate, so its imaginary part vanishes.
